# Gutzwiller quench from zero interaction to repulsion at half filling: the lower bound on double occupancy changes form at half the Brinkman–Rice interaction

A half-filled Hubbard system starts in its non-magnetic ground state without interaction, and a repulsion $U$ is suddenly switched on. How far can the double occupancy fall? Here the many-body state is reduced to two real numbers, the double occupancy $d$ per site and its conjugate phase $p$, with the Gutzwiller energy as Hamiltonian. No hypothesis below justifies replacing the exact Hubbard evolution by this approximate one.

In Lean 4 with Mathlib:

```lean
import Mathlib

open Set

namespace GutzwillerQuench

noncomputable section
```

The energy per site is
$$E(d,p)=Ud-W\,d(1-2d)\cos^2p .$$
This is the Gutzwiller approximation for a non-magnetic state. Here $W$ is the interaction at which the ground state localises in that approximation (Brinkman–Rice), not the bandwidth, and $p$ is not a momentum.

```lean
/-- Gutzwiller energy per site at half filling, for double occupancy `d` and conjugate
phase `p`, with interaction `U` and Brinkman-Rice scale `W`. -/
def energy (U W d p : ℝ) : ℝ :=
  U * d - W * (d * (1 - 2 * d)) * Real.cos p ^ 2
```

The uncorrelated state has $d=1/4$, $p=0$, hence energy $U/4-W/8$ after the quench. With $u=U/W$, the lowest double occupancy compatible with this energy will be `turningPoint u`.

```lean
/-- For `u = U / W` with `U, W > 0`, the lowest double occupancy in `[0, 1/2]` compatible with the
conserved energy after a quench from the uncorrelated state. -/
def turningPoint (u : ℝ) : ℝ :=
  (1 - min (2 * u) (1 / (2 * u))) / 4
```

The motion in time $t$ obeys $\dot d=\kappa\,\partial E/\partial p$ and $\dot p=-\kappa\,\partial E/\partial d$. The real constant $\kappa$ stands for $\hbar$ and the normalisation of the phase; its value is left free. `IsTrajectory` requires both equations at every real time.

```lean
/-- Hamilton's equations for the double occupancy `d` and the phase `p`, generated by the
Gutzwiller energy, with a rate constant `κ` that fixes the unit of time. -/
structure IsTrajectory (κ U W : ℝ) (d p : ℝ → ℝ) : Prop where
  occupancy : ∀ t, HasDerivAt d (κ * deriv (fun q => energy U W (d t) q) (p t)) t
  phase : ∀ t, HasDerivAt p (-κ * deriv (fun x => energy U W x (p t)) (d t)) t
```

## Hopping lowers the energy: $W>0$

Physically, $W/8$ is the hopping energy gained by the uncorrelated state. By hand, $W$ is used as a divisor: setting $E=U/4-W/8$ and dividing by $-W$ gives
$$d(1-2d)\cos^2p=u\left(d-\tfrac14\right)+\tfrac18 .$$
`shell_iff` is this rearrangement, and needs only $W\neq0$. At $W=0$ the phase drops out of the energy, and for $U>0$ only $d=1/4$ remains on the shell.

```lean
/-- For `W ≠ 0`, the energy shell of the quench in units of `W`: the hopping term is fixed
by the double occupancy. -/
theorem shell_iff {U W d p : ℝ} (hW : W ≠ 0) :
    energy U W d p = U / 4 - W / 8 ↔
      d * (1 - 2 * d) * Real.cos p ^ 2 = U / W * (d - 1 / 4) + 1 / 8 := by
  obtain ⟨u, rfl⟩ : ∃ u, U = u * W := ⟨U / W, by field_simp⟩
  rw [mul_div_cancel_right₀ _ hW, energy]
  constructor
  · intro h
    apply mul_left_cancel₀ hW
    linear_combination -h
  · intro h
    linear_combination (-W) * h
```

## Occupancies that are probabilities: $0\le d\le 1/2$

At half filling a site is doubly occupied with probability $d$, empty with probability $d$, and singly occupied with probability $1-2d$. The range makes $a=d(1-2d)$ non-negative. Since $0\le\cos^2p\le1$, a phase with $a\cos^2p=b$ then requires $0\le b\le a$. Conversely, if $a>0$, take $p=\arccos\sqrt{b/a}$; if $a=0$, then $b=0$ and any phase works. `exists_phase_iff` makes the same case distinction.

```lean
/-- For an amplitude `a ≥ 0`, a phase with `a cos² p = b` exists exactly when `b` lies
between `0` and `a`. -/
theorem exists_phase_iff {a b : ℝ} (ha : 0 ≤ a) :
    (∃ p : ℝ, a * Real.cos p ^ 2 = b) ↔ 0 ≤ b ∧ b ≤ a := by
  constructor
  · rintro ⟨p, rfl⟩
    exact ⟨by positivity, mul_le_of_le_one_right ha (Real.cos_sq_le_one p)⟩
  · rintro ⟨h0, h1⟩
    rcases ha.eq_or_lt with h | h
    · exact ⟨0, by rw [← h, zero_mul]; linarith⟩
    · have hs : Real.sqrt (b / a) ≤ 1 :=
        Real.sqrt_le_one.2 ((div_le_one h).2 h1)
      have hn : -1 ≤ Real.sqrt (b / a) := by linarith [Real.sqrt_nonneg (b / a)]
      refine ⟨Real.arccos (Real.sqrt (b / a)), ?_⟩
      rw [Real.cos_arccos hn hs, Real.sq_sqrt (div_nonneg h0 h.le)]
      exact mul_div_cancel₀ b h.ne'
```

Without $d\ge0$ the main equivalence fails: for $U=W$, the point $d=-1/4$, $p=0$ has the right energy $W/8$, but lies below the bound $1/8$. For $d>1/2$ both sides of the equivalence are false, so the upper limit serves the proof and the physical reading.

## Repulsion: $U>0$

Put $x=1/4-d$. Then $d(1-2d)=1/8-2x^2$, and a phase exists exactly when
$$0\le\tfrac18-ux\le\tfrac18-2x^2 .$$
The right inequality is $x(u-2x)\ge0$. Because $u>0$, it means $0\le x\le u/2$. The left one means $x\le 1/(8u)$. Together,
$$\frac{1-\min\left(2u,\,1/(2u)\right)}4\le d\le\frac14 .$$

`turningPoint_le_iff` splits the lower bound into its two parts, written with $1-4d=4x$.

```lean
/-- For `u > 0`, lying at or above the turning point means obeying two separate bounds, one for each
term of the minimum. -/
theorem turningPoint_le_iff {u d : ℝ} (hu : 0 < u) :
    turningPoint u ≤ d ↔ 1 - 4 * d ≤ 2 * u ∧ (1 - 4 * d) * (2 * u) ≤ 1 := by
  rw [← le_div_iff₀ (show 0 < 2 * u by positivity), ← le_min_iff, turningPoint]
  constructor <;> intro h <;> linarith
```

`quench_allowed_iff` is the full equivalence: for $U,W>0$ and $d$ in `Icc 0 (1/2)`, some real `p` gives the post-quench energy if and only if $d$ lies in the interval above. The proof applies the preceding lemmas and then treats the product $(d-1/4)(u+2(d-1/4))\le0$ by signs. If $d>1/4$, both factors would be positive; if the second factor were negative, so would be the first. Either way the product would be positive. The converse multiplies two non-negative factors.

```lean
/-- After a quench from the uncorrelated state to `U > 0`, with `W > 0`, a double occupancy
`d` in `[0, 1/2]` is compatible with the conserved energy for some phase if and only if it
lies between the turning point and `1/4`. -/
theorem quench_allowed_iff {U W d : ℝ} (hU : 0 < U) (hW : 0 < W)
    (hd : d ∈ Icc (0 : ℝ) (1 / 2)) :
    (∃ p : ℝ, energy U W d p = U / 4 - W / 8) ↔
      (1 - min (2 * (U / W)) (1 / (2 * (U / W)))) / 4 ≤ d ∧ d ≤ 1 / 4 := by
  change _ ↔ turningPoint (U / W) ≤ d ∧ d ≤ 1 / 4
  have hu : 0 < U / W := div_pos hU hW
  have ha : 0 ≤ d * (1 - 2 * d) := mul_nonneg hd.1 (by linarith [hd.2])
  simp only [shell_iff hW.ne']
  rw [exists_phase_iff ha, turningPoint_le_iff hu]
  generalize U / W = u at hu ⊢
  constructor
  · rintro ⟨h0, h1⟩
    -- the upper bound reads (d - 1/4) (u + 2 (d - 1/4)) ≤ 0
    have hprod : (d - 1 / 4) * (u + 2 * (d - 1 / 4)) ≤ 0 := by linarith
    have hle : d ≤ 1 / 4 := by
      by_contra hc
      have hx : 0 < d - 1 / 4 := by linarith [not_le.1 hc]
      have := mul_pos hx (show 0 < u + 2 * (d - 1 / 4) by linarith)
      linarith
    refine ⟨⟨?_, by linarith⟩, hle⟩
    by_contra hc
    have hy : u + 2 * (d - 1 / 4) < 0 := by linarith [not_le.1 hc]
    have := mul_pos_of_neg_of_neg (show d - 1 / 4 < 0 by linarith) hy
    linarith
  · rintro ⟨⟨h1, h2⟩, h3⟩
    have := mul_nonneg (show 0 ≤ 1 / 4 - d by linarith)
      (show 0 ≤ u + 2 * (d - 1 / 4) by linarith)
    exact ⟨by linarith, by linarith⟩
```

For an attractive quench the upper bound fails. With $U=-1$, $W=1$, the point $d=3/8$, $p=\pi/2$ has energy $-3/8=U/4-W/8$, although $d>1/4$. Reversing both signs gives a counter-example with $U>0$ and $W<0$.

## Away from the crossover: $2U<W$ or $W<2U$

These strict inequalities decide which term of the minimum is active, and thereby the phase at the lower bound.

For $0<2U<W$ the bound is $x=u/2$. The shell equation becomes
$$\left(\tfrac18-\tfrac{u^2}2\right)\cos^2p=\tfrac18-\tfrac{u^2}2,$$
or $(1-4u^2)\sin^2p=0$. As $1-4u^2>0$, this holds exactly when $\sin p=0$. In `weak_quench_phase`, `hmin` selects the term $2u$ and `hz` is the product equation.

```lean
/-- For a weak quench, `0 < U < W/2`, the energy shell meets the turning point exactly at
the phases with `sin p = 0`. -/
theorem weak_quench_phase {U W p : ℝ} (hU : 0 < U) (hUW : 2 * U < W) :
    energy U W (turningPoint (U / W)) p = U / 4 - W / 8 ↔ Real.sin p = 0 := by
  have hW : 0 < W := by linarith
  have hu : 0 < U / W := div_pos hU hW
  have hu2 : U / W < 1 / 2 := by rw [div_lt_iff₀ hW]; linarith
  rw [shell_iff hW.ne']
  generalize U / W = u at hu hu2 ⊢
  have hmin : 2 * u ≤ 1 / (2 * u) := by
    rw [le_div_iff₀ (by positivity)]
    nlinarith
  have htrig := Real.sin_sq_add_cos_sq p
  rw [turningPoint, min_eq_left hmin]
  constructor
  · intro h
    have hz : (1 - 4 * u ^ 2) * Real.sin p ^ 2 = 0 := by
      linear_combination (-8) * h + (1 - 4 * u ^ 2) * htrig
    have hne : 1 - 4 * u ^ 2 ≠ 0 := by
      have : 0 < 1 - 4 * u ^ 2 := by nlinarith
      exact this.ne'
    exact (pow_eq_zero_iff two_ne_zero).1 ((mul_eq_zero.1 hz).resolve_left hne)
  · intro h
    have hc : Real.cos p ^ 2 = 1 := by linear_combination htrig - Real.sin p * h
    rw [hc]
    ring
```

For $W<2U$ with $W>0$ the bound is $x=1/(8u)$, where $1/8-ux=0$. Since $0<d<1/4$ there, $d(1-2d)>0$, so the shell equation holds exactly when $\cos p=0$: the hopping energy vanishes. In `strong_quench_phase`, `hR` and `hpos` are these two facts.

```lean
/-- For a strong quench, `U > W/2 > 0`, the energy shell meets the turning point exactly at
the phases with `cos p = 0`. -/
theorem strong_quench_phase {U W p : ℝ} (hW : 0 < W) (hUW : W < 2 * U) :
    energy U W (turningPoint (U / W)) p = U / 4 - W / 8 ↔ Real.cos p = 0 := by
  have hu2 : 1 / 2 < U / W := by rw [lt_div_iff₀ hW]; linarith
  rw [shell_iff hW.ne']
  generalize U / W = u at hu2 ⊢
  have hu : 0 < u := by linarith
  have hmin : 1 / (2 * u) ≤ 2 * u := by
    rw [div_le_iff₀ (by positivity)]
    nlinarith
  have hv0 : 0 < 1 / (2 * u) := by positivity
  have hv1 : 1 / (2 * u) < 1 := by rw [div_lt_one (by positivity)]; linarith
  have huv : u * (1 / (2 * u)) = 1 / 2 := by field_simp
  rw [turningPoint, min_eq_right hmin]
  generalize 1 / (2 * u) = v at hv0 hv1 huv ⊢
  -- the hopping energy vanishes at the turning point
  have hR : u * ((1 - v) / 4 - 1 / 4) + 1 / 8 = 0 := by
    linear_combination (-1 / 4) * huv
  have hpos : 0 < (1 - v) / 4 * (1 - 2 * ((1 - v) / 4)) :=
    mul_pos (by linarith) (by linarith)
  rw [hR]
  constructor
  · intro h
    exact (pow_eq_zero_iff two_ne_zero).1 ((mul_eq_zero.1 h).resolve_left hpos.ne')
  · intro h
    rw [h]
    ring
```

At $2U=W$ the bound is $d=0$, the required energy is zero, and every phase satisfies the shell equation; $p=\pi/4$ refutes both characterisations there. The name `turningPoint` is loose in this case: $d=0$ is invariant under the equations of motion, so a trajectory from $d=1/4$ never reaches it. For $u>0$ this is the only quench with its bound at zero: $2u$ and $1/(2u)$ have product $1$, so their minimum is $1$ only if both equal $1$. The formal proof obtains $1\le2u$ and $2u\le1$ from `turningPoint_le_iff`.

```lean
/-- Among all quenches with `u > 0`, the turning point lies at zero double occupancy only
for `u = 1/2`. -/
theorem turningPoint_eq_zero_iff {u : ℝ} (hu : 0 < u) :
    turningPoint u = 0 ↔ u = 1 / 2 := by
  constructor
  · intro h
    obtain ⟨h1, h2⟩ := (turningPoint_le_iff hu).1 h.le
    linarith
  · rintro rfl
    norm_num [turningPoint]
```

## Hamiltonian motion from the uncorrelated state

The equations of motion enter through energy conservation. The partial derivatives are
$$\frac{\partial E}{\partial p}=2Wd(1-2d)\cos p\,\sin p,\qquad
\frac{\partial E}{\partial d}=U-W(1-4d)\cos^2p,$$
and the chain rule gives
$$\dot E=\frac{\partial E}{\partial d}\,\kappa\frac{\partial E}{\partial p}-\frac{\partial E}{\partial p}\,\kappa\frac{\partial E}{\partial d}=0 .$$
In `energy_conserved`, `e1` and `e2` are the partial derivatives, `key` is the cancellation, and a function with zero derivative everywhere is constant.

```lean
/-- The Gutzwiller energy is conserved along every solution of Hamilton's equations. -/
theorem energy_conserved {κ U W : ℝ} {d p : ℝ → ℝ} (h : IsTrajectory κ U W d p) (t : ℝ) :
    energy U W (d t) (p t) = energy U W (d 0) (p 0) := by
  have key : ∀ s, HasDerivAt (fun r => energy U W (d r) (p r)) 0 s := by
    intro s
    -- the two partial derivatives of the energy
    have e1 : HasDerivAt (fun q => energy U W (d s) q)
        (2 * W * (d s * (1 - 2 * d s)) * Real.cos (p s) * Real.sin (p s)) (p s) :=
      ((((Real.hasDerivAt_cos (p s)).fun_pow 2).const_mul
        (W * (d s * (1 - 2 * d s)))).const_sub (U * d s)).congr_deriv (by ring)
    have e2 : HasDerivAt (fun x => energy U W x (p s))
        (U - W * (1 - 4 * d s) * Real.cos (p s) ^ 2) (d s) :=
      (((hasDerivAt_id' (d s)).const_mul U).fun_sub
        ((((hasDerivAt_id' (d s)).fun_mul
          (((hasDerivAt_id' (d s)).const_mul 2).const_sub 1)).const_mul W).mul_const
            (Real.cos (p s) ^ 2))).congr_deriv (by ring)
    have hd := h.occupancy s
    have hp := h.phase s
    rw [e1.deriv] at hd
    rw [e2.deriv] at hp
    -- the chain rule makes the two contributions cancel
    exact ((hd.const_mul U).fun_sub
      (((hd.fun_mul ((hd.const_mul 2).const_sub 1)).const_mul W).fun_mul
        (hp.cos.fun_pow 2))).congr_deriv (by ring)
  exact is_const_of_deriv_eq_zero (fun s => (key s).differentiableAt)
    (fun s => (key s).deriv) t 0
```

Without the equations of motion, the curve $p(t)=0$, $d(t)=1/4+t/8$ starts correctly and exceeds $1/4$ at $t=1$.

The initial conditions `hd0` and `hp0` fix the conserved energy at $U/4-W/8$, so `trajectory_bounds` can apply the equivalence with phase `p t`. If $d(0)=1/4$ is given up, the constant solution $d=0$, $p=0$ at $U=W$ violates the lower bound $1/8$.

```lean
/-- A trajectory that starts from the uncorrelated state `d = 1/4`, `p = 0`, with `U, W > 0`,
has its double occupancy between the turning point and `1/4` at every time at which it lies
in the physical range `[0, 1/2]`. -/
theorem trajectory_bounds {κ U W : ℝ} {d p : ℝ → ℝ} (hU : 0 < U) (hW : 0 < W)
    (h : IsTrajectory κ U W d p) (hd0 : d 0 = 1 / 4) (hp0 : p 0 = 0)
    {t : ℝ} (ht : d t ∈ Icc (0 : ℝ) (1 / 2)) :
    turningPoint (U / W) ≤ d t ∧ d t ≤ 1 / 4 := by
  refine (quench_allowed_iff hU hW ht).1 ⟨p t, ?_⟩
  rw [energy_conserved h t, hd0, hp0, energy, Real.cos_zero]
  ring

end

end GutzwillerQuench
```

```lean
#print axioms GutzwillerQuench.weak_quench_phase
-- 'GutzwillerQuench.weak_quench_phase' depends on axioms: [propext, Classical.choice, Quot.sound]
#print axioms GutzwillerQuench.strong_quench_phase
-- 'GutzwillerQuench.strong_quench_phase' depends on axioms: [propext, Classical.choice, Quot.sound]
#print axioms GutzwillerQuench.turningPoint_eq_zero_iff
-- 'GutzwillerQuench.turningPoint_eq_zero_iff' depends on axioms: [propext, Classical.choice, Quot.sound]
#print axioms GutzwillerQuench.trajectory_bounds
-- 'GutzwillerQuench.trajectory_bounds' depends on axioms: [propext, Classical.choice, Quot.sound]
```

The last theorem assumes $0\le d(t)\le1/2$ at the time considered. It establishes neither that a trajectory exists nor that it reaches the lower bound. In a simulation of this two-variable model with constant $U,W>0$, meant to start from $d=1/4$, $p=0$, a value $d(t)$ in $[0,1/2]$ that lies clearly below `turningPoint (U / W)` or clearly above $1/4$ therefore points to an error in the energy, the initial state, the equations of motion or their integration.
